# On ℤ³, the backward curl of a forward curl is the forward gradient of the backward divergence minus the seven-point Laplacian

In a field calculation for a homogeneous, isotropic medium on a staggered grid, eliminating the magnetic field from the two discrete curl equations leaves a double curl acting on the electric field. When the discrete divergence vanishes, that double curl can be replaced by minus a Laplacian, component by component. The identity below justifies this replacement exactly on a uniform, unbounded lattice, with no truncation error in the identity itself.

Label the axes \(0,1,2\), with addition modulo 3, and let \(e_i\) be the unit step along axis \(i\). For a scalar field \(f\), define

\[
P_i f(x)=f(x+e_i)-f(x),\qquad M_i f(x)=f(x)-f(x-e_i).
\]

For every complex vector field \(A\), axis \(i\) and site \(x\), the claim is

\[
\bigl(\nabla_M\times(\nabla_P\times A)\bigr)_i
=P_i\sum_j M_jA_j-\sum_j M_jP_jA_i ,
\]

where the subscripts \(P\) and \(M\) mark curls built from forward and backward differences. Nothing is assumed about \(A\): it need not decay, be periodic or be smooth. The conditions lie in the lattice and in the choice of differences.

## A uniform lattice, where shifts commute

Physically, this condition describes a homogeneous grid without boundaries: every site has six nearest neighbours, all at the same distance. A site is a function `Fin 3 → ℤ`, and the spacing is one. For a spacing \(h\), each difference would be divided by \(h\).

```lean
import Mathlib

open Finset

namespace StaggeredDoubleCurl

noncomputable section

/-- Sites of the cubic lattice with unit spacing. -/
abbrev Site := Fin 3 → ℤ

/-- The unit lattice step along axis `i`. -/
def step (i : Fin 3) : Site := Pi.single i 1

/-- The forward difference `P_i` of a scalar field. -/
def fwd (i : Fin 3) (f : Site → ℂ) (x : Site) : ℂ := f (x + step i) - f x

/-- The backward difference `M_i` of a scalar field. -/
def bwd (i : Fin 3) (f : Site → ℂ) (x : Site) : ℂ := f x - f (x - step i)
```

The derivation uses uniformity through one fact, that forward and backward differences commute:

\[
M_jP_i f(x)=f(x+e_i)-f(x)-f(x-e_j+e_i)+f(x-e_j)=P_iM_j f(x).
\]

The two sides agree because \(x-e_j+e_i=x+e_i-e_j\). In the proof of `double_curl` this is the local statement `hs`.

Without uniformity, extra terms can appear. If a position-dependent material coefficient stands between the two curls, the outer differences act on it as well, and it does not in general commute with them. At a boundary, some shifted values must be supplied by boundary conditions.

## Opposite differences in the two curls

This condition encodes the staggering. One may picture \(A_i\) on the edge from \(x\) to \(x+e_i\). The forward curl then lives on faces, and the backward curl brings it back to edges. The Lean types do not record these half-step positions; every component is indexed by an integer site, and the geometry survives only in the choice between `fwd` and `bwd`.

```lean
/-- The forward curl of a vector field, with axes counted cyclically. -/
def curlF (A : Fin 3 → Site → ℂ) (i : Fin 3) (x : Site) : ℂ :=
  fwd (i + 1) (A (i + 2)) x - fwd (i + 2) (A (i + 1)) x

/-- The backward curl of a vector field, with axes counted cyclically. -/
def curlB (A : Fin 3 → Site → ℂ) (i : Fin 3) (x : Site) : ℂ :=
  bwd (i + 1) (A (i + 2)) x - bwd (i + 2) (A (i + 1)) x

/-- The backward divergence of a vector field. -/
def divB (A : Fin 3 → Site → ℂ) (x : Site) : ℂ := ∑ j, bwd j (A j) x

/-- The lattice Laplacian `∑ M_j P_j` of a scalar field. -/
def laplacian (f : Site → ℂ) (x : Site) : ℂ := ∑ j, bwd j (fwd j f) x
```

The cyclic indices give the usual right-handed curl; component 0, for instance, is \(P_1A_2-P_2A_1\). Write \(C=\nabla_P\times A\). Reducing indices modulo 3 gives

\[
C_{i+2}=P_iA_{i+1}-P_{i+1}A_i,\qquad
C_{i+1}=P_{i+2}A_i-P_iA_{i+2}.
\]

The backward curl of \(C\) is therefore

\[
\begin{aligned}
M_{i+1}C_{i+2}-M_{i+2}C_{i+1}
={}&M_{i+1}P_iA_{i+1}+M_{i+2}P_iA_{i+2}\\
&-M_{i+1}P_{i+1}A_i-M_{i+2}P_{i+2}A_i .
\end{aligned}
\]

Add and subtract \(M_iP_iA_i\). The positive terms become \(\sum_jM_jP_iA_j\), which equals \(P_i\sum_jM_jA_j\) by commutation. The negative terms become \(-\sum_jM_jP_jA_i\), and the identity follows.

The Lean proof makes the same index reductions with `axis_add`, and `sum_cyclic` writes each sum over axes starting from \(i\).

```lean
/-- A sum over the three axes may be taken cyclically from any axis. -/
theorem sum_cyclic (i : Fin 3) (f : Fin 3 → ℂ) :
    ∑ j, f j = f i + f (i + 1) + f (i + 2) := by
  rw [Fin.sum_univ_three]
  fin_cases i
  · show _ = f 0 + f 1 + f 2
    ring
  · show _ = f 1 + f 2 + f 0
    ring
  · show _ = f 2 + f 0 + f 1
    ring

/-- Addition of axis labels modulo three. -/
theorem axis_add : ∀ i : Fin 3,
    i + 1 + 1 = i + 2 ∧ i + 1 + 2 = i ∧ i + 2 + 1 = i ∧ i + 2 + 2 = i + 1 := by
  decide
```

In `double_curl`, `simp only` expands both sides into shifted field values and puts the shifts in a common order. The final `ring` performs the cancellation that the calculation above organises by adding and subtracting one term.

```lean
/-- Staggered double-curl identity: the backward curl of the forward curl is the forward
gradient of the backward divergence minus the lattice Laplacian of each component. -/
theorem double_curl (A : Fin 3 → Site → ℂ) (i : Fin 3) (x : Site) :
    curlB (curlF A) i x = fwd i (divB A) x - laplacian (A i) x := by
  obtain ⟨h1, h2, h3, h4⟩ := axis_add i
  -- forward and backward shifts commute
  have hs : ∀ (y : Site) (p q : Fin 3),
      y - step p + step q = y + step q - step p := fun y p q => by abel
  simp only [curlB, curlF, divB, laplacian, sum_cyclic i, fwd, bwd, h1, h2, h3, h4, hs]
  ring
```

The pairing of opposite differences also fixes which Laplacian appears. Since

\[
M_jP_jf(x)=\bigl(f(x+e_j)-f(x)\bigr)-\bigl(f(x)-f(x-e_j)\bigr),
\]

the sum over \(j\) is the compact seven-point stencil, centred on \(x\).

```lean
/-- The lattice Laplacian is the seven-point stencil that couples a site to its six nearest
neighbours. -/
theorem laplacian_stencil (f : Site → ℂ) (x : Site) :
    laplacian f x = ∑ j, (f (x + step j) + f (x - step j) - 2 * f x) := by
  unfold laplacian
  refine Finset.sum_congr rfl fun j _ => ?_
  simp only [bwd, fwd, sub_add_cancel]
  ring
```

Backward differences commute among themselves too. In

\[
\sum_i M_i\bigl(M_{i+1}A_{i+2}-M_{i+2}A_{i+1}\bigr)
\]

each component of \(A\) occurs twice, with the same pair of differences and opposite signs, so the sum is zero. Applied to the field \(\nabla_P\times A\), this says that the double curl has no backward divergence. The proof of `div_curl` expands the sum, reorders three double shifts and lets `ring` cancel the rest.

```lean
/-- The backward divergence of a backward curl vanishes at every site. -/
theorem div_curl (A : Fin 3 → Site → ℂ) (x : Site) : divB (curlB A) x = 0 := by
  obtain ⟨h1, h2, h3, h4⟩ := axis_add 0
  -- two backward shifts commute
  have hs : ∀ (y : Site) (p q : Fin 3),
      y - step p - step q = y - step q - step p := fun y p q => by abel
  simp only [divB, sum_cyclic 0, curlB, bwd, h1, h2, h3, h4]
  rw [hs x (0 + 1) 0, hs x (0 + 2) 0, hs x (0 + 2) (0 + 1)]
  ring
```

The same argument gives a mirrored neighbour when \(P\) and \(M\) are exchanged throughout: the forward curl of a backward curl is the backward gradient of the forward divergence minus the same Laplacian. Only the ordering in `double_curl` is stated in the code.

## A transverse amplitude for plane waves

For a real wave vector \(k\) and a complex amplitude \(a\), take \(A_i(x)=a_i e^{ik\cdot x}\), where the \(i\) in the exponent is the imaginary unit. The additional hypothesis `ha` is

\[
\sum_j(1-e^{-ik_j})a_j=0 .
\]

It is the lattice form of transversality. If \(A\) is the electric field in a homogeneous, isotropic medium, it expresses the absence of charge for this wave. For small \(k\) it reduces to \(k\cdot a=0\) at leading order, but at finite \(k\) the two conditions generally differ.

```lean
/-- The scalar lattice wave `exp(i k·x)`. -/
def phase (k : Fin 3 → ℝ) (x : Site) : ℂ :=
  Complex.exp ((∑ j, (k j : ℂ) * (x j : ℂ)) * Complex.I)

/-- The vector plane wave with amplitude `a` and wave vector `k`. -/
def planeWave (k : Fin 3 → ℝ) (a : Fin 3 → ℂ) (i : Fin 3) (x : Site) : ℂ :=
  a i * phase k x
```

A step \(\pm e_j\) multiplies the wave by \(e^{\pm ik_j}\). The backward rule is obtained by applying the forward one at \(x-e_j\).

```lean
/-- A forward step along axis `j` multiplies the lattice wave by `exp(i k_j)`. -/
theorem phase_add (k : Fin 3 → ℝ) (x : Site) (j : Fin 3) :
    phase k (x + step j) = Complex.exp ((k j : ℂ) * Complex.I) * phase k x := by
  have h : ∑ i, (k i : ℂ) * ((x + step j) i : ℂ)
      = (k j : ℂ) + ∑ i, (k i : ℂ) * (x i : ℂ) := by
    simp [step, Pi.single_apply, mul_add, Finset.sum_add_distrib, add_comm]
  unfold phase
  rw [h, add_mul, Complex.exp_add]

/-- A backward step along axis `j` multiplies the lattice wave by `exp(-i k_j)`. -/
theorem phase_sub (k : Fin 3 → ℝ) (x : Site) (j : Fin 3) :
    phase k (x - step j) = Complex.exp (-(k j : ℂ) * Complex.I) * phase k x := by
  have h := phase_add k (x - step j) j
  rw [sub_add_cancel] at h
  rw [h, ← mul_assoc, ← Complex.exp_add, neg_mul, neg_add_cancel, Complex.exp_zero, one_mul]
```

The backward divergence of the plane wave is the left side of `ha` times \(e^{ik\cdot x}\), so it vanishes at every site, and its forward gradient vanishes with it. What remains is minus the Laplacian, whose contribution from axis \(j\) carries the factor

\[
-(e^{ik_j}+e^{-ik_j}-2)=2-2\cos k_j=4\sin^2(k_j/2).
\]

The double curl therefore multiplies the field by \(\sum_j4\sin^2(k_j/2)\). In the proof, `hdiv` and `hgrad` remove the divergence term, `double_curl` and `laplacian_stencil` leave the neighbour sum, and `hk` is the half-angle formula.

```lean
/-- The staggered double curl multiplies a plane wave with zero backward divergence by `∑ 4 sin²(k_j
/ 2)`. -/
theorem double_curl_planeWave (k : Fin 3 → ℝ) (a : Fin 3 → ℂ)
    (ha : ∑ j, (1 - Complex.exp (-(k j : ℂ) * Complex.I)) * a j = 0)
    (i : Fin 3) (x : Site) :
    curlB (curlF (planeWave k a)) i x
      = (∑ j, 4 * Complex.sin ((k j : ℂ) / 2) ^ 2) * planeWave k a i x := by
  -- the condition on the amplitude removes the divergence everywhere
  have hdiv : ∀ y, divB (planeWave k a) y = 0 := by
    intro y
    have h : divB (planeWave k a) y
        = (∑ j, (1 - Complex.exp (-(k j : ℂ) * Complex.I)) * a j) * phase k y := by
      unfold divB
      rw [Finset.sum_mul]
      refine Finset.sum_congr rfl fun j _ => ?_
      simp only [bwd, planeWave, phase_sub]
      ring
    rw [h, ha, zero_mul]
  have hgrad : fwd i (divB (planeWave k a)) x = 0 := by
    simp only [fwd, hdiv, sub_zero]
  rw [double_curl, hgrad, laplacian_stencil, zero_sub, ← Finset.sum_neg_distrib,
    Finset.sum_mul]
  refine Finset.sum_congr rfl fun j _ => ?_
  -- the half-angle formula turns the two phase factors into a squared sine
  have h1 := Complex.two_cos (k j : ℂ)
  have h2 := Complex.cos_two_mul ((k j : ℂ) / 2)
  have h3 := Complex.sin_sq_add_cos_sq ((k j : ℂ) / 2)
  rw [mul_div_cancel₀ (k j : ℂ) (two_ne_zero' ℂ)] at h2
  have hk : Complex.exp ((k j : ℂ) * Complex.I) + Complex.exp (-(k j : ℂ) * Complex.I) - 2
      = -(4 * Complex.sin ((k j : ℂ) / 2) ^ 2) := by
    linear_combination -h1 + 2 * h2 + 4 * h3
  simp only [planeWave, phase_add, phase_sub]
  linear_combination (-(a i * phase k x)) * hk
```

When \(a\neq0\), the plane wave is therefore an eigenfield of the double curl, and this factor is its eigenvalue. At \(k=0\) every amplitude satisfies `ha`, and the eigenvalue is zero.

Without transversality the conclusion can fail. Take \(k=(\pi,0,0)\) and \(a=(1,0,0)\). The left side of `ha` is then 2. The field varies only along its own direction, so its forward curl, and hence its double curl, is zero, whereas the stated formula would give four times the field.

For a source-free wave equation in a homogeneous, isotropic medium, with unit wave speed and time kept continuous, the eigenvalue is the squared angular frequency of the lattice wave. Comparing it with \(|k|^2\) shows the numerical dispersion caused by the spatial grid.

## What two forward curls do to a cubic shear

The staggering condition can be tested on a field that points along axis 0 and depends only on coordinate 1:

\[
A=(x_1^3,0,0).
\]

With forward differences in both curls, component 0 at the origin is

\[
-P_1^2A_0(0)=-(2^3-2\cdot1^3+0^3)=-6 .
\]

On the right side of the original identity, the backward divergence vanishes everywhere because \(A_0\) does not vary along axis 0. The seven-point Laplacian at the origin is \(1^3+(-1)^3-2\cdot0^3=0\). The two sides are \(-6\) and \(0\).

```lean
/-- The shear field whose first component is the cube of the second coordinate. -/
def shear (i : Fin 3) (x : Site) : ℂ := if i = 0 then (x 1 : ℂ) ^ 3 else 0

/-- With forward differences in both curls the identity fails for the shear field at the
origin. -/
theorem forward_forward_fails :
    curlF (curlF shear) 0 0 ≠ fwd 0 (divB shear) 0 - laplacian (shear 0) 0 := by
  obtain ⟨h1, h2, h3, h4⟩ := axis_add 0
  simp only [curlF, divB, laplacian, Fin.sum_univ_three, fwd, bwd, h1, h2, h3, h4]
  have h12 : (1 : Fin 3) ≠ 2 := by decide
  norm_num [shear, step, Pi.single_apply, h12]

end

end StaggeredDoubleCurl
```

The Lean proof expands the definitions at the origin, and `norm_num` evaluates the values. What fails is the match with this particular right side. Two forward curls obey a double-curl formula of their own, with the forward divergence and \(\sum_jP_j^2\), but that second difference is one-sided: it uses \(x\), \(x+e_j\) and \(x+2e_j\) in place of the centred stencil.

```lean
#print axioms StaggeredDoubleCurl.double_curl
#print axioms StaggeredDoubleCurl.div_curl
#print axioms StaggeredDoubleCurl.double_curl_planeWave
#print axioms StaggeredDoubleCurl.forward_forward_fails
```

```
'StaggeredDoubleCurl.double_curl' depends on axioms: [propext, Classical.choice, Quot.sound]
'StaggeredDoubleCurl.div_curl' depends on axioms: [propext, Classical.choice, Quot.sound]
'StaggeredDoubleCurl.double_curl_planeWave' depends on axioms: [propext, Classical.choice, Quot.sound]
'StaggeredDoubleCurl.forward_forward_fails' depends on axioms: [propext, Classical.choice, Quot.sound]
```
